# Two assignments of labelled particles to levels have equal occupations exactly when a relabelling of the particles relates them

The lemma `occupation_eq_iff` concerns a finite number N of labelled particles, each assigned to a level by a function `f` or `g`. The occupation of an assignment is the multiset of levels it uses, so it records how many particles sit in each level but not which ones. The lemma says that two occupations agree exactly when some permutation τ of the particles gives f(i) = g(τ(i)) for every i. Several particles may share a level, and no energies or wavefunctions enter. For the forward direction the proof counts the particles in each level, gets a bijection between the two groups there, and glues these bijections into one permutation; for the converse it uses the fact that permuting the particles leaves the multiset unchanged.

An attempt in Lean 4 with a fault in it:

```lean
import Mathlib

open Finset

namespace IdealFermionSign

noncomputable section

variable {ι : Type*} [Fintype ι] [DecidableEq ι] {N : ℕ}

/-- The multiset of levels occupied by labelled particles. -/
def occupation {ι : Type*} {N : ℕ} (f : Fin N → ι) : Sym ι N :=
  ⟨(univ : Finset (Fin N)).val.map f, by simp⟩

omit [Fintype ι] in
/-- Two assignments have the same occupation exactly when they differ by a relabelling of the
particles. -/
lemma occupation_eq_iff (f g : Fin N → ι) :
    occupation f = occupation g ↔ ∃ τ : Equiv.Perm (Fin N), ∀ i, f i = g (τ i) := by
  constructor
  · intro h
    have hm : (univ : Finset (Fin N)).val.map f = (univ : Finset (Fin N)).val.map g :=
      congrArg (fun t : Sym ι N => t.1) h
    have hc : ∀ (k : Fin N → ι) (a : ι), Fintype.card {i // k i = a} =
        Multiset.count a ((univ : Finset (Fin N)).val.map k) := by
      intro k a
      rw [Fintype.card_subtype, Multiset.count_map]
      change Multiset.card (Multiset.filter (fun i => k i = a) univ.val) = _
      exact congrArg Multiset.card (Multiset.filter_congr fun i _ => eq_comm)
    -- match the particles level by level
    have he : ∀ a, Nonempty ({i // f i = a} ≃ {i // g i = a}) := fun a =>
      Fintype.card_eq.1 (by rw [hc, hc, hm])
    choose e using he
    exact ⟨(Equiv.sigmaFiberEquiv f).symm.trans
      ((Equiv.sigmaCongrRight e).trans (Equiv.sigmaFiberEquiv g)),
      fun i => (e (f i) ⟨i, rfl⟩).2.symm⟩
  · rintro ⟨τ, h⟩
    have hf : f = g ∘ ⇑τ := funext h
    have hu : (univ : Finset (Fin N)).val.map ⇑τ = univ.val :=
      congrArg Finset.val (Finset.map_univ_equiv τ)
    apply Subtype.ext
    change (univ : Finset (Fin N)).val.map f = (univ : Finset (Fin N)).val.map g
    rw [hf, ← Multiset.map_map, hu]

end

end IdealFermionSign
```

The error:

```
Main.lean:33:4: error: Tactic `introN` failed: There are no additional binders or `let` bindings in the goal to introduce

case mp
ι : Type u_1
inst✝ : DecidableEq ι
N : ℕ
f g : Fin N → ι
h : occupation f = occupation g
hm : Multiset.map f univ.val = Multiset.map g univ.val
hc : ∀ (k : Fin N → ι) (a : ι), Fintype.card { i // k i = a } = Multiset.count a (Multiset.map k univ.val)
he : ∀ (a : ι), Nonempty ({ i // f i = a } ≃ { i // g i = a })
⊢ ∃ τ, ∀ (i : Fin N), f i = g (τ i)
```

This version goes through:

```diff
@@ -31,5 +31,5 @@
     have he : ∀ a, Nonempty ({i // f i = a} ≃ {i // g i = a}) := fun a =>
       Fintype.card_eq.1 (by rw [hc, hc, hm])
-    choose e using he
+    have e := fun a => Classical.choice (he a)
     exact ⟨(Equiv.sigmaFiberEquiv f).symm.trans
       ((Equiv.sigmaCongrRight e).trans (Equiv.sigmaFiberEquiv g)),
```

What went wrong. The error comes at `choose e using he`. The tactic `choose` is meant for statements of the form "for all `a` there exists `x` such that …", and it expects a name for the function and at least one more for the property the function satisfies. It uses every name but the last to take the hypothesis apart, then introduces the last name from the goal, where the remaining part has been placed. Here `e` is the only name, so it is also the last. The tactic extracted nothing from `he` and went straight to introducing `e` from the original goal. That goal is an `∃` statement with no leading binder, so `introN` had nothing to introduce, which is what the message says.

The hypothesis `he` has no property to name. It says only that, for every level `a`, the type of bijections between the particles `f` puts there and those `g` puts there is `Nonempty`. The repair therefore builds the function directly. `Classical.choice` takes a proof that a type is nonempty and returns an element of it, so `fun a => Classical.choice (he a)` gives one bijection for each level. This is the `e` that the following lines expect, and they stand unchanged. They need only the type of `e`, not which bijections were chosen, so introducing it with `have` is enough.
